# The revISI integrand integrates in closed form and has no 1/l term at strong coupling

In density functional theory, the exchange-correlation energy can be written as an integral over a coupling strength $l$. The electron repulsion is multiplied by $l$ while the density is held fixed, and an integrand $W(l)$ is integrated from $l=0$ to the physical value $l=1$. At very large $l$ the electrons avoid one another as strictly as the density allows, and $W$ approaches a constant $W_\infty$. Zero-point oscillations about that arrangement add a term proportional to $l^{-1/2}$, and no $1/l$ term is expected after it. An interpolation between weak and strong coupling should respect this pattern, and it is convenient if it can also be integrated without quadrature.

The revised interaction-strength interpolation, revISI, does both when its parameters satisfy $c>0$ and $d>-1$. The check below treats $W_\infty$, $b$, $c$ and $d$ as fixed real numbers. How they are obtained from a density, and how accurate the resulting energy is, are separate questions.

```lean
import Mathlib

open Filter Topology

noncomputable section

namespace RevisedISI
```

## An integrand defined as a derivative

The starting point is the function

$$G(l)=\frac{b\,l}{\sqrt{1+c\,l}+d}.$$

```lean
/-- The function `G(l) = b l / (√(1 + c l) + d)` of the coupling strength `l`. -/
def G (b c d l : ℝ) : ℝ := b * l / (√(1 + c * l) + d)
```

The integrand is $W(l)=W_\infty+G'(l)$. In Lean, `Winf` stands for $W_\infty$, and `deriv` is the derivative of $G$ itself, so no closed formula is built into the definition.

```lean
/-- The revISI coupling-constant integrand `W(l) = Winf + G'(l)`. -/
def W (Winf b c d l : ℝ) : ℝ := Winf + deriv (G b c d) l
```

## The slope in closed form

Write $s=\sqrt{1+c\,l}$. For $c>0$ and $l\ge 0$ we have $s\ge 1$, so $d>-1$ gives $s+d>0$ and $G$ has no pole at non-negative coupling.

```lean
/-- At non-negative coupling the root `√(1 + c l)` is at least one. -/
theorem one_le_root {c l : ℝ} (hc : 0 < c) (hl : 0 ≤ l) : 1 ≤ √(1 + c * l) :=
  (Real.le_sqrt' one_pos).2 (by nlinarith [mul_nonneg hc.le hl])
```

Since $s'=c/(2s)$, the quotient rule gives

$$G'=\frac{b(s+d)-b\,l\,c/(2s)}{(s+d)^2}.$$

Substituting $c\,l=s^2-1$ turns this into

$$G'=\frac{b\,(s^2+2sd+1)}{2s(s+d)^2}=\frac{b}{2s}+\frac{b(1-d^2)}{2s(s+d)^2},$$

where the last step uses $s^2+2sd+1=(s+d)^2+1-d^2$. In the proof, `h4` is the quotient rule and `alg` is the substitution followed by the algebra.

```lean
/-- The slope of `G` at non-negative coupling, in closed form. -/
theorem hasDerivAt_G (b : ℝ) {c d l : ℝ} (hc : 0 < c) (hd : -1 < d) (hl : 0 ≤ l) :
    HasDerivAt (G b c d) (b / (2 * √(1 + c * l)) +
      b * (1 - d ^ 2) / (2 * √(1 + c * l) * (√(1 + c * l) + d) ^ 2)) l := by
  have hs := one_le_root hc hl
  have hpos : 0 < 1 + c * l := by positivity
  have hne : √(1 + c * l) + d ≠ 0 := by linarith
  have h1 : HasDerivAt (fun x : ℝ => 1 + c * x) c l :=
    (((hasDerivAt_id' l).const_mul c).const_add 1).congr_deriv (mul_one c)
  have h2 : HasDerivAt (fun x : ℝ => √(1 + c * x) + d) (c / (2 * √(1 + c * l))) l :=
    (h1.sqrt hpos.ne').add_const d
  have h3 : HasDerivAt (fun x : ℝ => b * x) b l :=
    ((hasDerivAt_id' l).const_mul b).congr_deriv (mul_one b)
  have h4 : HasDerivAt (G b c d) ((b * (√(1 + c * l) + d) -
      b * l * (c / (2 * √(1 + c * l)))) / (√(1 + c * l) + d) ^ 2) l :=
    h3.fun_div h2 hne
  -- eliminate `c l = s² - 1` in favour of the root `s`
  have alg : ∀ s : ℝ, s ≠ 0 → s + d ≠ 0 → s ^ 2 = 1 + c * l →
      (b * (s + d) - b * l * (c / (2 * s))) / (s + d) ^ 2 =
        b / (2 * s) + b * (1 - d ^ 2) / (2 * s * (s + d) ^ 2) := by
    intro s h0 h5 hx
    have e : b * l * (c / (2 * s)) = b * (s ^ 2 - 1) / (2 * s) := by rw [hx]; ring
    rw [e]
    field_simp
    ring
  exact h4.congr_deriv (alg _ (by linarith) hne (Real.sq_sqrt hpos.le))
```

Adding $W_\infty$ gives the integrand explicitly. At $l=0$, where $s=1$, the formula reduces to $W(0)=W_\infty+b/(1+d)$.

```lean
/-- The revISI integrand in closed form at non-negative coupling. -/
theorem W_eq (Winf b : ℝ) {c d l : ℝ} (hc : 0 < c) (hd : -1 < d) (hl : 0 ≤ l) :
    W Winf b c d l = Winf + (b / (2 * √(1 + c * l)) +
      b * (1 - d ^ 2) / (2 * √(1 + c * l) * (√(1 + c * l) + d) ^ 2)) := by
  rw [W, (hasDerivAt_G b hc hd hl).deriv]
```

For $b>0$ the integrand stays above its strong-coupling limit, because the numerator can be written as

$$s^2+2sd+1=(s-1)^2+2s(1+d)>0.$$

The sign of $b$ is used only here.

```lean
/-- For `b > 0` the integrand lies above `Winf` at every non-negative coupling. -/
theorem Winf_lt_W (Winf : ℝ) {b c d l : ℝ} (hb : 0 < b) (hc : 0 < c) (hd : -1 < d)
    (hl : 0 ≤ l) : Winf < W Winf b c d l := by
  have alg : ∀ s : ℝ, 1 ≤ s →
      0 < b / (2 * s) + b * (1 - d ^ 2) / (2 * s * (s + d) ^ 2) := by
    intro s hs
    have h0 : s ≠ 0 := by linarith
    have h1 : 0 < s + d := by linarith
    have h2 : s + d ≠ 0 := h1.ne'
    have e : b / (2 * s) + b * (1 - d ^ 2) / (2 * s * (s + d) ^ 2) =
        b * ((s - 1) ^ 2 + 2 * s * (1 + d)) / (2 * s * (s + d) ^ 2) := by
      field_simp
      ring
    rw [e]
    exact div_pos (mul_pos hb (add_pos_of_nonneg_of_pos (sq_nonneg _)
      (mul_pos (by linarith) (by linarith)))) (mul_pos (by linarith) (pow_pos h1 2))
  rw [W_eq Winf b hc hd hl]
  linarith [alg _ (one_le_root hc hl)]
```

## The coupling integral

Since $W_\infty l+G(l)$ has derivative $W(l)$ and $G(0)=0$, the fundamental theorem of calculus gives, for every $L\ge 0$,

$$\int_0^L W(l)\,dl=W_\infty L+G(L).$$

The theorem also requires $W$ to be integrable. The closed form is continuous on $[0,L]$, since neither $s$ nor $s+d$ vanishes there; this is `hcont`, and `hint` carries the continuity over to $W$ and deduces integrability from it.

```lean
/-- The integral of the revISI integrand from zero to coupling `L` is `Winf L + G(L)`. -/
theorem integral_W (Winf b : ℝ) {c d L : ℝ} (hc : 0 < c) (hd : -1 < d) (hL : 0 ≤ L) :
    ∫ l in (0 : ℝ)..L, W Winf b c d l = Winf * L + G b c d L := by
  have hmem : ∀ x ∈ Set.uIcc 0 L, 0 ≤ x := by
    intro x hx
    rw [Set.uIcc_of_le hL] at hx
    exact hx.1
  have hder : ∀ x ∈ Set.uIcc 0 L,
      HasDerivAt (fun y => Winf * y + G b c d y) (W Winf b c d x) x := by
    intro x hx
    have h1 : HasDerivAt (fun y : ℝ => Winf * y) Winf x :=
      ((hasDerivAt_id' x).const_mul Winf).congr_deriv (mul_one Winf)
    exact (h1.fun_add (hasDerivAt_G b hc hd (hmem x hx))).congr_deriv
      (W_eq Winf b hc hd (hmem x hx)).symm
  -- the closed form is continuous, hence integrable
  have hcont : ContinuousOn (fun x => Winf + (b / (2 * √(1 + c * x)) +
      b * (1 - d ^ 2) / (2 * √(1 + c * x) * (√(1 + c * x) + d) ^ 2))) (Set.uIcc 0 L) := by
    intro x hx
    have hs := one_le_root hc (hmem x hx)
    have h0 : √(1 + c * x) ≠ 0 := by linarith
    have h1 : √(1 + c * x) + d ≠ 0 := by linarith
    have hr : ContinuousAt (fun y : ℝ => √(1 + c * y)) x := by fun_prop
    exact (continuousAt_const.add ((continuousAt_const.div (continuousAt_const.mul hr)
      (mul_ne_zero two_ne_zero h0)).add (continuousAt_const.div
        ((continuousAt_const.mul hr).mul ((hr.add continuousAt_const).pow 2))
        (mul_ne_zero (mul_ne_zero two_ne_zero h0)
          (pow_ne_zero 2 h1))))).continuousWithinAt
  have hint : IntervalIntegrable (W Winf b c d) MeasureTheory.volume 0 L :=
    (hcont.congr (fun x hx => W_eq Winf b hc hd (hmem x hx))).intervalIntegrable
  rw [intervalIntegral.integral_eq_sub_of_hasDerivAt hder hint]
  simp [G]
```

For a numerical instance take $W_\infty=-3$, $b=4$, $c=3$ and $d=1$. The second term of $G'$ vanishes and $W(l)=-3+2/\sqrt{1+3l}$, which starts at $W(0)=-1$. Direct integration gives $-3+\tfrac43(2-1)=-\tfrac53$, and the formula gives $-3+G(1)=-3+\tfrac{4}{2+1}=-\tfrac53$.

The condition $d>-1$ already matters at its boundary. Take $W_\infty=0$, $b=c=3$ and $d=-1$. For $l>0$,

$$G(l)=\frac{3l}{\sqrt{1+3l}-1}=\sqrt{1+3l}+1,$$

so $G(1)=3$. The integral of $G'(l)=3/(2\sqrt{1+3l})$ over $[0,1]$ is only $2-1=1$. The denominator vanishes at $l=0$, and $G$ tends to $2$ there instead of $0$.

## The first correction at strong coupling

Let $r=\sqrt{c\,l}$, so that $s^2=r^2+1$. As $l\to\infty$, $1/s\to 0$, and therefore

$$\frac rs=\sqrt{1-\frac1{s^2}}\to 1.$$

```lean
/-- As the coupling grows, `1/√(1 + c l)` tends to zero and `√(c l)/√(1 + c l)` to one. -/
theorem root_limits {c : ℝ} (hc : 0 < c) :
    Tendsto (fun l : ℝ => (√(1 + c * l))⁻¹) atTop (𝓝 0) ∧
    Tendsto (fun l : ℝ => √(c * l) / √(1 + c * l)) atTop (𝓝 1) := by
  have hu : Tendsto (fun l : ℝ => (√(1 + c * l))⁻¹) atTop (𝓝 0) :=
    tendsto_inv_atTop_zero.comp (Real.tendsto_sqrt_atTop.comp
      (tendsto_atTop_add_const_left _ 1 (tendsto_id.const_mul_atTop hc)))
  refine ⟨hu, ?_⟩
  have h : Tendsto (fun l : ℝ => √(1 - ((√(1 + c * l))⁻¹) ^ 2)) atTop (𝓝 1) := by
    have h' := ((tendsto_const_nhds (x := (1 : ℝ))).sub (hu.pow 2)).sqrt
    simpa using h'
  refine h.congr' ?_
  filter_upwards [eventually_gt_atTop 0] with l hl
  have hp : 0 < 1 + c * l := by positivity
  have e : 1 - (1 + c * l)⁻¹ = c * l / (1 + c * l) := by
    field_simp
    ring
  rw [inv_pow, Real.sq_sqrt hp.le, e, Real.sqrt_div (by positivity)]
```

The leading term of $W-W_\infty$ is $b/(2r)$. To find what remains, use $s-r=1/(r+s)$, which follows from $s^2-r^2=1$. Then

$$r^3\left(\frac{b}{2s}-\frac{b}{2r}\right)=-\frac b2\,\frac{r^2}{s(r+s)}=-\frac b2\,\frac{(r/s)^2}{r/s+1}\to-\frac b4.$$

The other part of $G'$ contributes

$$r^3\,\frac{b(1-d^2)}{2s(s+d)^2}=\frac{b(1-d^2)}{2}\,\frac{(r/s)^3}{(1+d/s)^2}\to\frac{b(1-d^2)}{2}.$$

Together,

$$r^3\left(W-W_\infty-\frac b{2r}\right)\to\frac{b(1-2d^2)}{4}.$$

The remainder is thus of order $l^{-3/2}$, or smaller if $b=0$ or $d^2=\tfrac12$. In the numerical instance above the limit is $-1$.

The Lean proof first takes the limit of the expression in $r/s$ and $1/s$, as `h`. The identity `alg` then shows that this expression equals the scaled remainder, and `congr'` carries the limit over for all $l>0$.

```lean
/-- The remainder of `W` beyond `Winf + b/(2√(c l))`, multiplied by `(c l)^(3/2)`, tends
to `b (1 - 2 d²)/4` at strong coupling. -/
theorem strong_coupling_remainder (Winf b : ℝ) {c d : ℝ} (hc : 0 < c) (hd : -1 < d) :
    Tendsto (fun l => √(c * l) ^ 3 * (W Winf b c d l - Winf - b / (2 * √(c * l))))
      atTop (𝓝 (b * (1 - 2 * d ^ 2) / 4)) := by
  obtain ⟨hu, hq⟩ := root_limits hc
  have h := ((((hq.pow 3).div (((hu.const_mul d).const_add 1).pow 2)
    (by norm_num)).const_mul (1 - d ^ 2)).sub
      ((hq.pow 2).div (hq.add_const 1) (by norm_num))).const_mul (b / 2)
  have hv : b / 2 * ((1 - d ^ 2) * (1 ^ 3 / (1 + d * 0) ^ 2) - 1 ^ 2 / (1 + 1)) =
      b * (1 - 2 * d ^ 2) / 4 := by ring
  rw [hv] at h
  -- with `r = √(c l)` and `s = √(1 + c l)` one has `s - r = 1/(r + s)`
  have alg : ∀ r s : ℝ, 0 < r → 0 < s → 0 < s + d → s ^ 2 = r ^ 2 + 1 →
      b / 2 * ((1 - d ^ 2) * ((r / s) ^ 3 / (1 + d * s⁻¹) ^ 2) -
        (r / s) ^ 2 / (r / s + 1)) =
      r ^ 3 * (Winf + (b / (2 * s) + b * (1 - d ^ 2) / (2 * s * (s + d) ^ 2)) -
        Winf - b / (2 * r)) := by
    intro r s hr hs hsd hrs
    have h1 : 1 + d * s⁻¹ = (s + d) / s := by field_simp
    have h2 : r / s + 1 = (r + s) / s := by field_simp
    have hk : s - r = 1 / (r + s) := by
      rw [eq_div_iff (by positivity)]
      linear_combination hrs
    have e1 : (r / s) ^ 3 / (1 + d * s⁻¹) ^ 2 = r ^ 3 / (s * (s + d) ^ 2) := by
      rw [h1]; field_simp
    have e2 : (r / s) ^ 2 / (r / s + 1) = r ^ 3 * (1 / r - 1 / s) := by
      have e3 : r ^ 3 * (1 / r - 1 / s) = r ^ 2 / s * (s - r) := by field_simp
      rw [e3, hk, h2]; field_simp
    have e4 : b * (1 - d ^ 2) / (2 * s * (s + d) ^ 2) =
        b * (1 - d ^ 2) / 2 * (1 / (s * (s + d) ^ 2)) := by
      rw [mul_assoc (2 : ℝ) s, div_mul_div_comm, mul_one]
    rw [e1, e2, e4]
    ring
  refine h.congr' ?_
  filter_upwards [eventually_gt_atTop 0] with l hl
  have hs := one_le_root hc hl.le
  have hp : 0 < c * l := mul_pos hc hl
  rw [W_eq Winf b hc hd hl.le]
  refine alg _ _ (Real.sqrt_pos.2 hp) (by linarith) (by linarith) ?_
  rw [Real.sq_sqrt (by linarith : 0 ≤ 1 + c * l), Real.sq_sqrt hp.le]
  ring
```

## Energy and vanishing 1/l coefficient together

Because $l=r^2/c$,

$$l\left(W-W_\infty-\frac b{2r}\right)=\frac1{c\,r}\;r^3\left(W-W_\infty-\frac b{2r}\right)\to 0.$$

The factor $1/(cr)$ tends to zero while the rest converges. A term $k/l$ in the expansion would have made this limit $k$, so its coefficient is zero.

The theorem `revISI_main` holds for all real `Winf` and `b`, and for real `c` and `d` with `0 < c` and `-1 < d`. Its first part states that the integral of `W` over $[0,1]$ is `Winf + G b c d 1`. Its second part is the limit just derived: `atTop` means $l\to\infty$, and `𝓝 0` means convergence to zero. The conditions on $c$ and $d$ are assumed; they say that $s$ grows like $\sqrt{c\,l}$ at strong coupling and that the denominator of $G$ does not vanish at any $l\ge 0$. The number $b/(2\sqrt c)$ plays the part of the zero-point coefficient of $l^{-1/2}$.

For an adiabatic-connection calculation with this four-parameter model integrand, the coupling integral therefore costs one evaluation of $G$.

```lean
/-- The revISI integrand integrates to `Winf + G(1)` over the coupling range `[0,1]`, and
its strong-coupling expansion has no `1/l` term after `Winf + b/(2√(c l))`. -/
theorem revISI_main (Winf b : ℝ) {c d : ℝ} (hc : 0 < c) (hd : -1 < d) :
    (∫ l in (0 : ℝ)..1, W Winf b c d l = Winf + G b c d 1) ∧
    Tendsto (fun l => l * (W Winf b c d l - Winf - b / (2 * √(c * l)))) atTop (𝓝 0) := by
  refine ⟨by rw [integral_W Winf b hc hd zero_le_one, mul_one], ?_⟩
  have hr : Tendsto (fun l : ℝ => (√(c * l))⁻¹) atTop (𝓝 0) :=
    tendsto_inv_atTop_zero.comp (Real.tendsto_sqrt_atTop.comp
      (tendsto_id.const_mul_atTop hc))
  have h := ((strong_coupling_remainder Winf b hc hd).mul hr).const_mul c⁻¹
  rw [mul_zero, mul_zero] at h
  -- `l = r²/c`, so the prefactor `l` is `r³` divided by the growing quantity `c r`
  have key : ∀ R r : ℝ, 0 < r → c⁻¹ * (r ^ 3 * R * r⁻¹) = c⁻¹ * r ^ 2 * R := by
    intro R r h0
    field_simp
  refine h.congr' ?_
  filter_upwards [eventually_gt_atTop 0] with l hl
  have hp : 0 < c * l := mul_pos hc hl
  rw [key _ _ (Real.sqrt_pos.2 hp), Real.sq_sqrt hp.le, inv_mul_cancel_left₀ hc.ne']
```

## The 1/l term of the undifferentiated form

The earlier ISI form uses a similar expression without the derivative, $W_\infty+X/(\sqrt{1+Y\,l}+Z)$. Here $X$, $Y$ and $Z$ are real parameters with $Y>0$ and $Z>-1$. Now let $r=\sqrt{Y\,l}$ and $s=\sqrt{1+Y\,l}$. Subtracting $W_\infty$ and the $l^{-1/2}$ term $X/r$, and multiplying by $l=r^2/Y$, gives

$$l\left(\frac{X}{s+Z}-\frac Xr\right)=\frac XY\,\frac{r}{s+Z}\,\bigl(-(s-r)-Z\bigr)\to-\frac{XZ}{Y},$$

since $s-r=1/(r+s)\to 0$ and $r/(s+Z)\to 1$. This form has a $1/l$ term unless $X$ or $Z$ is zero. The proof follows the same pattern as the remainder estimate: a limit in $r/s$ and $1/s$, then an algebraic identity `alg` that brings it to the stated form. The constant $W_\infty$ cancels in the subtraction and does not appear in the Lean statement.

```lean
/-- By contrast, the ISI form `X/(√(1 + Y l) + Z)` has a `1/l` term with coefficient
`-X Z/Y` after its leading term `X/√(Y l)`. -/
theorem isi_inverse_coupling_term (X : ℝ) {Y Z : ℝ} (hY : 0 < Y) (hZ : -1 < Z) :
    Tendsto (fun l => l * (X / (√(1 + Y * l) + Z) - X / √(Y * l))) atTop
      (𝓝 (-(X * Z / Y))) := by
  obtain ⟨hu, hq⟩ := root_limits hY
  have h := ((hq.mul (((hu.div (hq.add_const 1) (by norm_num)).neg).sub_const Z)).div
    ((hu.const_mul Z).const_add 1) (by norm_num)).const_mul (X / Y)
  have hv : X / Y * (1 * (-(0 / (1 + 1)) - Z) / (1 + Z * 0)) = -(X * Z / Y) := by ring
  rw [hv] at h
  have alg : ∀ r s : ℝ, 0 < r → 0 < s → 0 < s + Z → s ^ 2 = r ^ 2 + 1 →
      X / Y * (r / s * (-(s⁻¹ / (r / s + 1)) - Z) / (1 + Z * s⁻¹)) =
        r ^ 2 / Y * (X / (s + Z) - X / r) := by
    intro r s hr hs hsZ hrs
    have h1 : 1 + Z * s⁻¹ = (s + Z) / s := by field_simp
    have h2 : r / s + 1 = (r + s) / s := by field_simp
    have hk : s - r = 1 / (r + s) := by
      rw [eq_div_iff (by positivity)]
      linear_combination hrs
    have e : s⁻¹ / (r / s + 1) = s - r := by
      rw [hk, h2]; field_simp
    rw [e, h1]
    field_simp
    ring
  refine h.congr' ?_
  filter_upwards [eventually_gt_atTop 0] with l hl
  have hs := one_le_root hY hl.le
  have hp : 0 < Y * l := mul_pos hY hl
  have hsq : √(1 + Y * l) ^ 2 = √(Y * l) ^ 2 + 1 := by
    rw [Real.sq_sqrt (by linarith : 0 ≤ 1 + Y * l), Real.sq_sqrt hp.le]
    ring
  have hfin := alg _ _ (Real.sqrt_pos.2 hp) (by linarith) (by linarith) hsq
  rw [Real.sq_sqrt hp.le, mul_div_cancel_left₀ l hY.ne'] at hfin
  exact hfin

end RevisedISI
```

```lean
#print axioms RevisedISI.Winf_lt_W
-- 'RevisedISI.Winf_lt_W' depends on axioms: [propext, Classical.choice, Quot.sound]
#print axioms RevisedISI.revISI_main
-- 'RevisedISI.revISI_main' depends on axioms: [propext, Classical.choice, Quot.sound]
#print axioms RevisedISI.isi_inverse_coupling_term
-- 'RevisedISI.isi_inverse_coupling_term' depends on axioms: [propext, Classical.choice, Quot.sound]
```
